# Averaging cos(wR)/R over the angle separates the inner radius from the outer

Place one electron at distance 1 from the nucleus and another at distance 2, and let $t$ be the cosine of the angle between their directions. Their separation is $R=\sqrt{5-4t}$, so $dR/dt=-2/R$, which means $dt/R=-\tfrac12\,dR$. As $t$ runs from $-1$ to $1$, $R$ runs from 3 down to 1, and the angular average of $1/R$ is

$$\frac12\int_{-1}^{1}\frac{dt}{R}=\frac12\cdot\frac12\,(3-1)=\frac12 .$$

The change of variable absorbs the factor $1/R$. It does so equally well when the numerator is a wave, as in the exchange of a photon of nonzero frequency.

## Distance, angular average and spherical functions

Let the radii be $a$ and $b$, with $0<a<b$ throughout, and write $R(t)=\sqrt{a^2+b^2-2abt}$. The real number $w$ is the angular frequency of the exchanged photon divided by $c$, that is, the magnitude of the energy transfer divided by $\hbar c$. It is given here, not computed from orbital energies.

The full frequency-dependent Breit interaction also contains Dirac matrices and, depending on gauge, further terms. The parts below treat only the scalar factor $\cos(wR)/R$ and its complex form $e^{iwR}/R$, and of these only the monopole, at fixed unequal radii. For the monopole, the results below write the kernel as a function of the inner radius times a function of the outer radius. In a two-electron integral over both radii, this product form applies separately in the regions where one electron or the other is the inner one; the double integral as a whole need not factorize.

```lean
import Mathlib

open MeasureTheory

namespace FrequencyDependentBreit

noncomputable section

variable {E : Type*} [NormedAddCommGroup E] [NormedSpace ℝ E]
```

`separation a b t` is $R(t)$.

```lean
/-- Distance between two electrons at radii `a` and `b` whose directions enclose an angle
with cosine `t`. -/
def separation (a b t : ℝ) : ℝ := √(a ^ 2 + b ^ 2 - 2 * a * b * t)
```

`shellAverage a b g` is $\frac12\int_{-1}^{1}g(R(t))\,dt$. The values of `g` lie in a real normed space `E`, which covers real and complex kernels together.

```lean
/-- Monopole part of an interaction `g(R)`: its average over the cosine of the angle between
the electrons at radii `a` and `b`. -/
def shellAverage (a b : ℝ) (g : ℝ → E) : E :=
  (1 / 2 : ℝ) • ∫ t in (-1 : ℝ)..1, g (separation a b t)
```

The spherical functions of order zero are $j_0(x)=\sin x/x$, $y_0(x)=-\cos x/x$ and $h_0=j_0+iy_0$, used for $x\neq0$.

```lean
/-- Spherical Bessel function of order zero, for `x ≠ 0`. -/
def j0 (x : ℝ) : ℝ := Real.sin x / x

/-- Spherical Neumann function of order zero, for `x ≠ 0`. -/
def y0 (x : ℝ) : ℝ := -Real.cos x / x

/-- Spherical Hankel function of the first kind of order zero, for `x ≠ 0`. -/
def h0 (x : ℝ) : ℂ := (j0 x : ℂ) + Complex.I * (y0 x : ℂ)
```

## (a) The electrons never meet

Show that for $t\le1$

$$a^2+b^2-2abt>0 .$$

**Solution.** The left side equals $(b-a)^2+2ab(1-t)$. The first term is positive and the second is not negative. These are `h1` and `h2` (the latter without its factor 2), and `nlinarith` combines them.

```lean
/-- Electrons at different radii `0 < a < b` never meet: the squared distance is positive. -/
theorem radicand_pos {a b t : ℝ} (ha : 0 < a) (hab : a < b) (ht : t ≤ 1) :
    0 < a ^ 2 + b ^ 2 - 2 * a * b * t := by
  have h1 : 0 < (b - a) ^ 2 := pow_pos (sub_pos.2 hab) 2
  have h2 : 0 ≤ a * b * (1 - t) :=
    mul_nonneg (mul_pos ha (ha.trans hab)).le (sub_nonneg.2 ht)
  nlinarith
```

## (b) How the distance changes with the angle

Show that for $t\le1$

$$\frac{dR}{dt}=-\frac{ab}{R}.$$

**Solution.** The radicand has derivative $-2ab$ and is positive by (a), so the square root can be differentiated: $R'=-2ab/(2R)$. In Lean, `h` differentiates the radicand, `h2` the root, and the last line cancels the 2.

```lean
/-- The distance changes with the cosine of the angle at the rate `-ab/R`. -/
theorem hasDerivAt_separation {a b t : ℝ} (ha : 0 < a) (hab : a < b) (ht : t ≤ 1) :
    HasDerivAt (separation a b) (-(a * b) / separation a b t) t := by
  have h : HasDerivAt (fun s : ℝ => a ^ 2 + b ^ 2 - 2 * a * b * s) (-(2 * a * b)) t :=
    (((hasDerivAt_id' t).const_mul (2 * a * b)).const_sub (a ^ 2 + b ^ 2)).congr_deriv
      (by ring)
  have h2 : HasDerivAt (separation a b) (-(2 * a * b) / (2 * separation a b t)) t :=
    h.sqrt (radicand_pos ha hab ht).ne'
  refine h2.congr_deriv ?_
  rw [show -(2 * a * b) = 2 * (-(a * b)) by ring]
  exact mul_div_mul_left _ _ two_ne_zero
```

## (c) Any kernel f(R)/R

Let $f$ be continuous with $F'=f$ on the real line. Show that

$$\frac12\int_{-1}^{1}\frac{f(R)}{R}\,dt=\frac{F(a+b)-F(b-a)}{2ab}.$$

**Solution.** By the chain rule and (b),

$$\frac{d}{dt}\left[-\frac{F(R)}{ab}\right]=-\frac{1}{ab}\,f(R)\left(-\frac{ab}{R}\right)=\frac{f(R)}{R}.$$

At the ends, $R(1)=\sqrt{(b-a)^2}=b-a$ and $R(-1)=a+b$. The integral is therefore $[F(a+b)-F(b-a)]/(ab)$, and half of it is the claim.

Lean writes $f(r)/r$ as `r⁻¹ • f r` and takes `E` to be complete, as the real and complex numbers are. The total derivative is `hd`, integrability is `hint`, and the end distances are `e1` and `e2`. The fundamental theorem of calculus joins them.

```lean
/-- The monopole part of an interaction `f(R)/R` is fixed by a primitive `F` of `f` at the
largest and smallest distances `a + b` and `b - a`. -/
theorem shellAverage_of_primitive [CompleteSpace E] {a b : ℝ} (ha : 0 < a) (hab : a < b)
    {F f : ℝ → E} (hF : ∀ r, HasDerivAt F (f r) r) (hf : Continuous f) :
    shellAverage a b (fun r => r⁻¹ • f r)
      = (1 / (2 * a * b)) • (F (a + b) - F (b - a)) := by
  have hb : 0 < b := ha.trans hab
  have ha0 : a ≠ 0 := ha.ne'
  have hb0 : b ≠ 0 := hb.ne'
  have hle : ∀ t ∈ Set.uIcc (-1 : ℝ) 1, t ≤ 1 := by
    intro t ht
    rw [Set.uIcc_of_le (by norm_num)] at ht
    exact ht.2
  have hR0 : ∀ t ∈ Set.uIcc (-1 : ℝ) 1, separation a b t ≠ 0 := fun t ht =>
    (Real.sqrt_pos.2 (radicand_pos ha hab (hle t ht))).ne'
  have hR : Continuous (separation a b) := Real.continuous_sqrt.comp (by fun_prop)
  -- the chain rule turns the integrand into a total derivative
  have hd : ∀ t ∈ Set.uIcc (-1 : ℝ) 1,
      HasDerivAt (fun s => (-(a * b)⁻¹) • F (separation a b s))
        ((separation a b t)⁻¹ • f (separation a b t)) t := by
    intro t ht
    have h0 := hR0 t ht
    have h1 : HasDerivAt (fun s => (-(a * b)⁻¹) • F (separation a b s))
        ((-(a * b)⁻¹) • ((-(a * b) / separation a b t) • f (separation a b t))) t :=
      (HasDerivAt.scomp t (hF (separation a b t))
        (hasDerivAt_separation ha hab (hle t ht))).const_smul (-(a * b)⁻¹)
    refine h1.congr_deriv ?_
    rw [smul_smul]
    congr 1
    field_simp
  have hint : IntervalIntegrable
      (fun t => (separation a b t)⁻¹ • f (separation a b t)) volume (-1) 1 :=
    ContinuousOn.intervalIntegrable
      ((hR.continuousOn.inv₀ hR0).smul (hf.comp hR).continuousOn)
  -- the distances at the two ends of the angular range
  have e1 : separation a b 1 = b - a := by
    unfold separation
    rw [show a ^ 2 + b ^ 2 - 2 * a * b * 1 = (b - a) ^ 2 by ring]
    exact Real.sqrt_sq (sub_pos.2 hab).le
  have e2 : separation a b (-1) = a + b := by
    unfold separation
    rw [show a ^ 2 + b ^ 2 - 2 * a * b * (-1) = (a + b) ^ 2 by ring]
    exact Real.sqrt_sq (add_pos ha hb).le
  unfold shellAverage
  rw [intervalIntegral.integral_eq_sub_of_hasDerivAt hd hint, e1, e2]
  module
```

## (d) The static Coulomb kernel

Show that

$$\frac12\int_{-1}^{1}\frac{dt}{R}=\frac1b .$$

**Solution.** Put $f=1$ and $F(r)=r$ in (c): $\dfrac{(a+b)-(b-a)}{2ab}=\dfrac{2a}{2ab}=\dfrac1b$.

The condition $a<b$ matters. For $a=2$, $b=1$ the separation is again $\sqrt{5-4t}$ and the average is still $\frac12$, but $1/b=1$. The step that fails is $R(1)=b-a$, since the distance is $1$ and not $-1$.

```lean
/-- The monopole part of the static Coulomb interaction `1/R` is one over the larger radius. -/
theorem coulomb_monopole {a b : ℝ} (ha : 0 < a) (hab : a < b) :
    shellAverage a b (fun r => 1 / r) = 1 / b := by
  have ha0 : a ≠ 0 := ha.ne'
  have hb0 : b ≠ 0 := (ha.trans hab).ne'
  have e : (fun r : ℝ => 1 / r) = fun r => r⁻¹ • (1 : ℝ) := by
    funext r
    rw [smul_eq_mul, div_eq_inv_mul]
  rw [e, shellAverage_of_primitive ha hab (fun r => hasDerivAt_id' r) continuous_const,
    smul_eq_mul, show a + b - (b - a) = 2 * a by ring]
  field_simp
```

## (e) The cosine kernel

For $w\ne0$, show that

$$\frac12\int_{-1}^{1}\frac{\cos(wR)}{R}\,dt=\frac{\sin(wa)\cos(wb)}{wab}.$$

**Solution.** Take $f(r)=\cos(wr)$ and $F(r)=\sin(wr)/w$ in (c). The addition formulas give

$$\sin(wa+wb)-\sin(wb-wa)=2\sin(wa)\cos(wb),$$

and division by $2wab$ finishes the calculation. In Lean, `hF` checks the primitive and `key` the trigonometric identity.

As $w\to0$, $\sin(wa)/(wa)$ and $\cos(wb)$ both tend to 1, so the right side tends to the value in (d). The Lean code computes the static case directly and states no limit.

```lean
/-- Closed form of the monopole part of `cos(wR)/R`. -/
theorem retarded_monopole {a b w : ℝ} (ha : 0 < a) (hab : a < b) (hw : w ≠ 0) :
    shellAverage a b (fun r => Real.cos (w * r) / r)
      = Real.sin (w * a) * Real.cos (w * b) / (w * a * b) := by
  have ha0 : a ≠ 0 := ha.ne'
  have hb0 : b ≠ 0 := (ha.trans hab).ne'
  have e : (fun r : ℝ => Real.cos (w * r) / r) = fun r => r⁻¹ • Real.cos (w * r) := by
    funext r
    rw [smul_eq_mul, div_eq_inv_mul]
  have hF : ∀ r : ℝ, HasDerivAt (fun s => Real.sin (w * s) / w) (Real.cos (w * r)) r := by
    intro r
    refine ((((hasDerivAt_id' r).const_mul w).sin).div_const w).congr_deriv ?_
    rw [mul_one, mul_div_cancel_right₀ _ hw]
  have key : Real.sin (w * (a + b)) - Real.sin (w * (b - a))
      = 2 * Real.sin (w * a) * Real.cos (w * b) := by
    rw [mul_add, mul_sub, Real.sin_add, Real.sin_sub]
    ring
  rw [e, shellAverage_of_primitive ha hab hF (by fun_prop), smul_eq_mul, ← sub_div, key]
  field_simp
```

## (f) Bessel and Neumann factors

For $w\ne0$, rewrite the average in (e) as

$$-w\,j_0(wa)\,y_0(wb).$$

**Solution.** Insert the definitions:

$$-w\cdot\frac{\sin(wa)}{wa}\cdot\left(-\frac{\cos(wb)}{wb}\right)=\frac{\sin(wa)\cos(wb)}{wab}.$$

Lean does the same by unfolding `j0` and `y0` and clearing denominators.

```lean
/-- The monopole part of `cos(wR)/R` factorizes into a Bessel function of the inner radius and
a Neumann function of the outer radius. -/
theorem retarded_monopole_bessel {a b w : ℝ} (ha : 0 < a) (hab : a < b) (hw : w ≠ 0) :
    shellAverage a b (fun r => Real.cos (w * r) / r) = -w * j0 (w * a) * y0 (w * b) := by
  have ha0 : a ≠ 0 := ha.ne'
  have hb0 : b ≠ 0 := (ha.trans hab).ne'
  rw [retarded_monopole ha hab hw]
  unfold j0 y0
  field_simp
```

## (g) The complex photon kernel

For $w\ne0$, show that

$$\frac12\int_{-1}^{1}\frac{e^{iwR}}{R}\,dt=\frac{\sin(wa)\,e^{iwb}}{wab}.$$

**Solution.** Now $f(r)=e^{iwr}$ and $F(r)=e^{iwr}/(iw)$. Since

$$e^{iw(a+b)}-e^{iw(b-a)}=e^{iwb}\left(e^{iwa}-e^{-iwa}\right)=2i\sin(wa)\,e^{iwb},$$

dividing by $iw\cdot2ab$ gives the result. `hF` and `key` play the same roles as in (e).

```lean
/-- Closed form of the monopole part of the complex photon kernel `exp(iwR)/R`. -/
theorem photon_monopole {a b w : ℝ} (ha : 0 < a) (hab : a < b) (hw : w ≠ 0) :
    shellAverage a b (fun r => Complex.exp (Complex.I * (w * r)) / (r : ℂ))
      = (Real.sin (w * a) : ℂ) * Complex.exp (Complex.I * (w * b)) / (w * a * b) := by
  have ha0 : (a : ℂ) ≠ 0 := Complex.ofReal_ne_zero.2 ha.ne'
  have hb0 : (b : ℂ) ≠ 0 := Complex.ofReal_ne_zero.2 (ha.trans hab).ne'
  have hw0 : (w : ℂ) ≠ 0 := Complex.ofReal_ne_zero.2 hw
  have hI : Complex.I ≠ 0 := Complex.I_ne_zero
  have e : (fun r : ℝ => Complex.exp (Complex.I * (w * r)) / (r : ℂ))
      = fun r : ℝ => r⁻¹ • Complex.exp (Complex.I * (w * r)) := by
    funext r
    rw [Complex.real_smul, Complex.ofReal_inv, div_eq_inv_mul]
  have hF : ∀ r : ℝ, HasDerivAt
      (fun s : ℝ => Complex.exp (Complex.I * (w * s)) / (Complex.I * w))
      (Complex.exp (Complex.I * (w * r))) r := by
    intro r
    have h1 : HasDerivAt (fun s : ℝ => Complex.I * ((w : ℂ) * (s : ℂ))) (Complex.I * w) r :=
      (((hasDerivAt_id' r).ofReal_comp.const_mul (w : ℂ)).const_mul Complex.I).congr_deriv
        (by simp)
    exact (h1.cexp.div_const (Complex.I * w)).congr_deriv
      (mul_div_cancel_right₀ _ (mul_ne_zero hI hw0))
  -- Euler's formula for the difference of the two end-point waves
  have key : Complex.exp (Complex.I * (w * ((a + b : ℝ) : ℂ)))
      - Complex.exp (Complex.I * (w * ((b - a : ℝ) : ℂ)))
      = 2 * Complex.I * Complex.sin (w * a) * Complex.exp (Complex.I * (w * b)) := by
    have e1 : Complex.I * (w * ((a + b : ℝ) : ℂ))
        = Complex.I * (w * b) + (w * a) * Complex.I := by
      push_cast
      ring
    have e2 : Complex.I * (w * ((b - a : ℝ) : ℂ))
        = Complex.I * (w * b) + (-(w * a)) * Complex.I := by
      push_cast
      ring
    rw [e1, e2, Complex.exp_add, Complex.exp_add, Complex.exp_mul_I, Complex.exp_mul_I,
      Complex.cos_neg, Complex.sin_neg]
    ring
  rw [e, shellAverage_of_primitive ha hab hF (by fun_prop), ← sub_div, key,
    Complex.real_smul]
  push_cast
  field_simp
```

## (h) Bessel and Hankel factors

For $w\ne0$, rewrite the average in (g) as

$$i w\,j_0(wa)\,h_0(wb).$$

**Solution.** From the definition, $h_0(x)=(\sin x-i\cos x)/x=-ie^{ix}/x$, which is `hh` at $x=wb$. Then

$$iw\cdot\frac{\sin(wa)}{wa}\cdot\frac{-ie^{iwb}}{wb}=\frac{\sin(wa)\,e^{iwb}}{wab},$$

because $i\cdot(-i)=1$. This product is `hs`.

```lean
/-- The monopole part of `exp(iwR)/R` factorizes into a Bessel function of the inner radius
and a Hankel function of the outer radius. -/
theorem photon_monopole_hankel {a b w : ℝ} (ha : 0 < a) (hab : a < b) (hw : w ≠ 0) :
    shellAverage a b (fun r => Complex.exp (Complex.I * (w * r)) / (r : ℂ))
      = Complex.I * w * (j0 (w * a) : ℂ) * h0 (w * b) := by
  have ha0 : (a : ℂ) ≠ 0 := Complex.ofReal_ne_zero.2 ha.ne'
  have hb0 : (b : ℂ) ≠ 0 := Complex.ofReal_ne_zero.2 (ha.trans hab).ne'
  have hw0 : (w : ℂ) ≠ 0 := Complex.ofReal_ne_zero.2 hw
  -- the Hankel function written with a complex exponential
  have hh : h0 (w * b) = -Complex.I * Complex.exp (Complex.I * (w * b)) / (w * b) := by
    rw [mul_comm Complex.I ((w : ℂ) * b), Complex.exp_mul_I]
    unfold h0 j0 y0
    push_cast
    linear_combination (Complex.sin (w * b) / (w * b)) * Complex.I_sq
  have hs : Complex.I * w * ((Real.sin (w * a) : ℂ) / (w * a))
      * (-Complex.I * Complex.exp (Complex.I * (w * b)) / (w * b))
      = -(Complex.I ^ 2)
        * ((Real.sin (w * a) : ℂ) * Complex.exp (Complex.I * (w * b)) / (w * a * b)) := by
    field_simp
  have hj : (j0 (w * a) : ℂ) = (Real.sin (w * a) : ℂ) / (w * a) := by
    unfold j0
    rw [Complex.ofReal_div, Complex.ofReal_mul]
  rw [photon_monopole ha hab hw, hh, hj, hs, Complex.I_sq, neg_neg, one_mul]
```

## (i) Where the complex monopole vanishes

For $w\ne0$, show that

$$\frac12\int_{-1}^{1}\frac{e^{iwR}}{R}\,dt=0\iff\sin(wa)=0 .$$

**Solution.** In (g) neither $e^{iwb}$ nor $wab$ is zero, so only $\sin(wa)$ can make the quotient vanish. The condition involves the inner radius alone. The average of the real kernel in (e) also vanishes where $\cos(wb)=0$.

```lean
/-- The monopole part of `exp(iwR)/R` vanishes exactly when `sin(wa) = 0` at the inner
radius `a`. -/
theorem photon_monopole_eq_zero_iff {a b w : ℝ} (ha : 0 < a) (hab : a < b) (hw : w ≠ 0) :
    shellAverage a b (fun r => Complex.exp (Complex.I * (w * r)) / (r : ℂ)) = 0
      ↔ Real.sin (w * a) = 0 := by
  have hden : (w : ℂ) * a * b ≠ 0 :=
    mul_ne_zero (mul_ne_zero (Complex.ofReal_ne_zero.2 hw) (Complex.ofReal_ne_zero.2 ha.ne'))
      (Complex.ofReal_ne_zero.2 (ha.trans hab).ne')
  rw [photon_monopole ha hab hw, div_eq_zero_iff, mul_eq_zero, Complex.ofReal_eq_zero]
  simp only [Complex.exp_ne_zero, hden, or_false]

end

end FrequencyDependentBreit
```

```lean
#print axioms FrequencyDependentBreit.coulomb_monopole
-- 'FrequencyDependentBreit.coulomb_monopole' depends on axioms: [propext, Classical.choice, Quot.sound]
#print axioms FrequencyDependentBreit.retarded_monopole_bessel
-- 'FrequencyDependentBreit.retarded_monopole_bessel' depends on axioms: [propext, Classical.choice, Quot.sound]
#print axioms FrequencyDependentBreit.photon_monopole_hankel
-- 'FrequencyDependentBreit.photon_monopole_hankel' depends on axioms: [propext, Classical.choice, Quot.sound]
#print axioms FrequencyDependentBreit.photon_monopole_eq_zero_iff
-- 'FrequencyDependentBreit.photon_monopole_eq_zero_iff' depends on axioms: [propext, Classical.choice, Quot.sound]
```
